# The radial Hartree form on a shell grid is a weighted sum of squares of enclosed charges

Q: In a self-consistent calculation for a spherical atom I measure the change of density between iterations by twice its Coulomb self-energy, in atomic units. On a radial grid this change is a set of signed charges $q_0,\dots,q_{n-1}$ on shells of radii $r_0,\dots,r_{n-1}$, and the measure is
$$E_n=\sum_{j,k<n}\frac{q_jq_k}{\max(r_j,r_k)}.$$
The cross terms have either sign. If $E_n$ could be zero or negative for non-zero charges, the test would report convergence falsely. What excludes such values?

A: An identity. Let $Q_m=q_0+\dots+q_m$ be the enclosed charge, with $Q_{-1}=0$, and order the radii outwards. A new outermost shell $n$ meets every inner shell and itself with $\max=r_n$, so
$$E_{n+1}-E_n=\frac{2q_nQ_{n-1}+q_n^2}{r_n}=\frac{Q_n^2-Q_{n-1}^2}{r_n}.$$
Starting from $E_0=0$ this gives $E_n=\sum_{k<n}(Q_k^2-Q_{k-1}^2)/r_k$. Each $Q_m^2$ occurs with coefficient $1/r_m$ from $k=m$ and $-1/r_{m+1}$ from $k=m+1$, the second only if $m+1<n$. Hence
$$E_n=\sum_{m<n}w_mQ_m^2,\qquad w_m=\frac1{r_m}-\frac1{r_{m+1}}\ (m+1<n),\qquad w_{n-1}=\frac1{r_{n-1}}.$$
For $0<r_0<\dots<r_{n-1}$ all $w_m$ are positive, so $E_n\ge0$. If $E_n=0$, every $Q_m$ vanishes, and so does every $q_m=Q_m-Q_{m-1}$.

Q: Show me numbers.

A: Take radii $1,2,4$ and charges $1,-2,1$. The diagonal terms give $1+2+\tfrac14=\tfrac{13}{4}$ and the cross terms $2(-1+\tfrac14-\tfrac12)=-\tfrac52$, in total $\tfrac34$. On the other side $Q=(1,-1,0)$ and $w=(\tfrac12,\tfrac14,\tfrac14)$, which gives $\tfrac12+\tfrac14+0=\tfrac34$.

Q: I doubt that the Lean objects are these shells. Where is Coulomb's law?

```lean
import Mathlib

open Finset

namespace RadialHartree

noncomputable section

/-- The radial Hartree form `∑_{j,k} q_j q_k / max(r_j, r_k)` of `n` spherical shells with
radii `r 0, …, r (n-1)` and charges `q 0, …, q (n-1)`. -/
def hartree (n : ℕ) (r q : ℕ → ℝ) : ℝ :=
  ∑ j ∈ range n, ∑ k ∈ range n, q j * q k / max (r j) (r k)
```

A: It enters only through the kernel $1/\max(r_j,r_k)$, the interaction of two concentric spherical shells of radii $r_j$ and $r_k$, each carrying a uniformly spread unit charge, in atomic units, which the definition takes as given and does not derive from $1/|\mathbf x-\mathbf x'|$. So the model has finitely many shells and spherical charge only. `hartree n r q` is $E_n$: it includes the self terms $j=k$ and has no factor $\tfrac12$, so it is twice the electrostatic energy. Shells are numbered from $0$.

Q: `r` and `q` are infinite sequences. What is $r_n$, beyond the grid?

```lean
/-- The charge `Q_m` carried by shells `0, …, m`. -/
def enclosed (q : ℕ → ℝ) (m : ℕ) : ℝ := ∑ k ∈ range (m + 1), q k

/-- The weight `1/r_m - 1/r_{m+1}` on a grid of `n` shells, where the inverse radius beyond
the outermost shell is read as zero. -/
def weight (n : ℕ) (r : ℕ → ℝ) (m : ℕ) : ℝ :=
  1 / r m - if m + 1 < n then 1 / r (m + 1) else 0
```

A: `enclosed q m` is $Q_m$ and `weight n r m` is $w_m$. The test `m + 1 < n` replaces $1/r_n$ by $0$ for the outermost shell, so for $m<n$ neither these nor `hartree n r q` read an entry with index $n$ or higher.

Q: How are your hand steps matched?

A: The regrouping comes first, for arbitrary coefficients $a_k$. Lean writes $Q_{k-1}$ as `enclosed q k - q k`, which is $0$ at $k=0$. In the induction `hQ` identifies $Q_{n+1}-q_{n+1}$ with $Q_n$, and `ring` checks $a_nQ_n^2+a_{n+1}(Q_{n+1}^2-Q_n^2)=(a_n-a_{n+1})Q_n^2+a_{n+1}Q_{n+1}^2$.

```lean
/-- Summation by parts: a sum of coefficients `a_k` times increments of the squared enclosed
charge equals the sum of differences `a_m - a_{m+1}` times `Q_m²` plus the boundary term. -/
theorem summation_by_parts (a q : ℕ → ℝ) (n : ℕ) :
    ∑ k ∈ range (n + 1), a k * (enclosed q k ^ 2 - (enclosed q k - q k) ^ 2)
      = ∑ m ∈ range n, (a m - a (m + 1)) * enclosed q m ^ 2 + a n * enclosed q n ^ 2 := by
  induction n with
  | zero => simp [enclosed]
  | succ n ih =>
    have hQ : enclosed q (n + 1) - q (n + 1) = enclosed q n := by
      unfold enclosed
      rw [sum_range_succ q (n + 1)]
      ring
    rw [sum_range_succ, ih, sum_range_succ (fun m => (a m - a (m + 1)) * enclosed q m ^ 2), hQ]
    ring
```

Next the outermost shell is added. `hcol` and `hrow` are the two copies of $q_nQ_{n-1}/r_n$, and `max_self` gives the diagonal term $q_n^2/r_n$.

```lean
/-- Adding an outermost shell `n` changes the Hartree form by `(Q_n² - (Q_n - q_n)²) / r_n`. -/
theorem hartree_add_shell (n : ℕ) (r q : ℕ → ℝ) (hr : ∀ j < n, r j ≤ r n) :
    hartree (n + 1) r q
      = hartree n r q + 1 / r n * (enclosed q n ^ 2 - (enclosed q n - q n) ^ 2) := by
  -- every pair that involves shell n sees the radius r n
  have hcol : ∑ j ∈ range n, q j * q n / max (r j) (r n)
      = (∑ j ∈ range n, q j) * (q n / r n) := by
    rw [sum_mul]
    refine sum_congr rfl fun j hj => ?_
    rw [max_eq_right (hr j (mem_range.1 hj))]
    ring
  have hrow : ∑ k ∈ range n, q n * q k / max (r n) (r k)
      = (∑ j ∈ range n, q j) * (q n / r n) := by
    rw [sum_mul]
    refine sum_congr rfl fun j hj => ?_
    rw [max_eq_left (hr j (mem_range.1 hj))]
    ring
  unfold hartree enclosed
  simp only [sum_range_succ, sum_add_distrib, max_self]
  rw [hcol, hrow]
  ring
```

Induction on the number of shells sums the increments. `MonotoneOn r (Set.Iio n)` means $r_j\le r_k$ for $j\le k<n$.

```lean
/-- For non-decreasing radii the Hartree form is the sum over shells of the increment of the
squared enclosed charge divided by the shell radius. -/
theorem hartree_eq_sum_increments (n : ℕ) (r q : ℕ → ℝ) (hr : MonotoneOn r (Set.Iio n)) :
    hartree n r q
      = ∑ k ∈ range n, 1 / r k * (enclosed q k ^ 2 - (enclosed q k - q k) ^ 2) := by
  induction n with
  | zero => simp [hartree]
  | succ n ih =>
    have hsub : Set.Iio n ⊆ Set.Iio (n + 1) := Set.Iio_subset_Iio (Nat.le_succ n)
    have hout : ∀ j < n, r j ≤ r n := fun j hj =>
      hr (hsub hj) (Nat.lt_succ_self n) hj.le
    rw [hartree_add_shell n r q hout, ih (hr.mono hsub), sum_range_succ]
```

The main identity sets $a_k=1/r_k$; the inner terms and the boundary term of the regrouping are matched to the two branches of `weight`. The theorem also states $w_m\ge0$ for $m<n$.

```lean
/-- For positive non-decreasing radii the Hartree form is the sum of squares
`∑_{m<n} w_m Q_m²` with `w_m = 1/r_m - 1/r_{m+1}` for inner shells and `w_m = 1/r_m` for the
outermost shell, and all these weights are non-negative. -/
theorem hartree_eq_sum_squares (n : ℕ) (r q : ℕ → ℝ) (h0 : 0 < r 0)
    (hr : MonotoneOn r (Set.Iio n)) :
    hartree n r q = ∑ m ∈ range n, weight n r m * enclosed q m ^ 2 ∧
      ∀ m < n, 0 ≤ weight n r m := by
  constructor
  · rw [hartree_eq_sum_increments n r q hr]
    cases n with
    | zero => simp
    | succ n =>
      rw [summation_by_parts (fun k => 1 / r k) q n, sum_range_succ]
      congr 1
      · refine sum_congr rfl fun m hm => ?_
        have : m + 1 < n + 1 := Nat.succ_lt_succ (mem_range.1 hm)
        unfold weight
        rw [if_pos this]
      · unfold weight
        rw [if_neg (lt_irrefl _), sub_zero]
  · intro m hm
    have hz : 0 < n := by omega
    have hpos : 0 < r m := lt_of_lt_of_le h0 (hr hz hm (Nat.zero_le m))
    unfold weight
    split_ifs with h
    · exact sub_nonneg.2 (one_div_le_one_div_of_le hpos (hr hm h (Nat.le_succ m)))
    · rw [sub_zero]
      positivity
```

Q: Why `0 < r 0`? The identity looks algebraic.

A: It is, and only the sign of the weights uses `h0`. With ordering, `h0` makes every grid radius positive, so Lean's convention $1/0=0$ never stands in for a divergent self-energy. A grid point at the origin is excluded.

Q: Non-negative weights are not definiteness.

A: That takes strict ordering, `StrictMonoOn`, under which $r_m<r_{m+1}$ gives $1/r_{m+1}<1/r_m$.

```lean
/-- For positive strictly increasing radii every weight with `m < n` is positive
(`1/r_m - 1/r_{m+1}` for inner shells, `1/r_m` for the outermost shell). -/
theorem weight_pos (n : ℕ) (r : ℕ → ℝ) (h0 : 0 < r 0) (hr : StrictMonoOn r (Set.Iio n))
    (m : ℕ) (hm : m < n) : 0 < weight n r m := by
  have hz : 0 < n := by omega
  have hpos : 0 < r m := lt_of_lt_of_le h0 (hr.monotoneOn hz hm (Nat.zero_le m))
  unfold weight
  split_ifs with h
  · exact sub_pos.2 (one_div_lt_one_div_of_lt hpos (hr hm h (Nat.lt_succ_self m)))
  · rw [sub_zero]
    positivity
```

`hartree_pos` says that $E_n>0$ whenever some $q_k$ with $k<n$ is non-zero, which is positive definiteness stated for the quadratic form and not for a matrix object. The step `hQ` finds a non-zero $Q_m$ by contradiction, using $q_0=Q_0$ and $q_{k+1}=Q_{k+1}-Q_k$. Then `sum_pos'` needs all terms non-negative and one positive.

```lean
/-- The radial Hartree kernel is positive definite: for positive strictly increasing radii
the form is strictly positive as soon as one shell carries a non-zero charge. -/
theorem hartree_pos (n : ℕ) (r q : ℕ → ℝ) (h0 : 0 < r 0) (hr : StrictMonoOn r (Set.Iio n))
    (hq : ∃ k < n, q k ≠ 0) : 0 < hartree n r q := by
  rw [(hartree_eq_sum_squares n r q h0 hr.monotoneOn).1]
  -- some enclosed charge is non-zero, since the charges are its increments
  have hQ : ∃ m < n, enclosed q m ≠ 0 := by
    by_contra hcon
    have hall : ∀ m < n, enclosed q m = 0 := fun m hm => by
      by_contra h
      exact hcon ⟨m, hm, h⟩
    obtain ⟨k, hk, hqk⟩ := hq
    apply hqk
    cases k with
    | zero => simpa [enclosed] using hall 0 hk
    | succ k =>
      have h1 := hall (k + 1) hk
      have h2 := hall k (by omega)
      unfold enclosed at h1 h2
      rw [sum_range_succ, h2, zero_add] at h1
      exact h1
  obtain ⟨m, hm, hQm⟩ := hQ
  refine sum_pos' (fun i hi => ?_) ⟨m, mem_range.2 hm, ?_⟩
  · exact mul_nonneg (weight_pos n r h0 hr i (mem_range.1 hi)).le (sq_nonneg _)
  · exact mul_pos (weight_pos n r h0 hr m hm) (by positivity)
```

Q: Is there a quantitative bound, and what happens on the smallest grids?

A: For non-decreasing radii, keeping only the outermost term gives $E_{n+1}\ge Q_n^2/r_n$. Here there are $n+1$ shells, $Q_n$ is the total charge and $r_n$ the largest radius. For neutral charges, as in the numbers above, the bound is $0$. With one shell both sides equal $q_0^2/r_0$. With no shells the identity reads $0=0$ and `hq` has no witness.

```lean
/-- For positive non-decreasing radii the Hartree form of shells `0, …, n` is at least the
squared total charge divided by the outermost radius. -/
theorem total_charge_bound (n : ℕ) (r q : ℕ → ℝ) (h0 : 0 < r 0)
    (hr : MonotoneOn r (Set.Iio (n + 1))) :
    enclosed q n ^ 2 / r n ≤ hartree (n + 1) r q := by
  obtain ⟨hE, hw⟩ := hartree_eq_sum_squares (n + 1) r q h0 hr
  have hlast : enclosed q n ^ 2 / r n = weight (n + 1) r n * enclosed q n ^ 2 := by
    unfold weight
    rw [if_neg (lt_irrefl _)]
    ring
  -- keep only the outermost term of the sum of squares
  have hrest : 0 ≤ ∑ m ∈ range n, weight (n + 1) r m * enclosed q m ^ 2 :=
    sum_nonneg fun m hm =>
      mul_nonneg (hw m (Nat.lt_succ_of_lt (mem_range.1 hm))) (sq_nonneg _)
  rw [hE, sum_range_succ, hlast]
  linarith
```

Q: How would this look in a program?

A: For a spherical density $\rho$ on the logarithmic grid $r_k=r_0e^{kh}$ with step $h>0$, a simple quadrature sets $q_k=4\pi h\,r_k^3\rho(r_k)$, and the inner weights are $(1-e^{-h})/r_m$. One cumulative sum gives all $Q_m$ and one weighted sum gives $E_n$, so the work grows as $n$ and not as $n^2$. The theorems concern the discrete form in exact arithmetic and say nothing of its distance from the continuum integral. For the spherical part of a density change on such a finite grid, $E_n$ is zero only when all $q_k$ are. It can still be small when the charges are not: $+q$ and $-q$ on neighbouring shells $m$ and $m+1$, with all other shells empty, give $E_n=(1-e^{-h})\,q^2/r_m$, which is small for a fine grid. A tolerance on $E_n$ is therefore not by itself a tolerance on each $q_k$.

Q: And if two grid points coincide?

A: Then definiteness fails, because opposite charges on the two points give zero. Two shells at radius $1$ with charges $+1$ and $-1$ give $1-1-1+1=0$, which `simp` evaluates. In the sum of squares $Q_0=1$ meets $w_0=0$, and $w_1=1$ meets $Q_1=0$.

```lean
/-- Two shells at the same unit radius with charges `+1` and `-1` have vanishing Hartree
form. -/
theorem coincident_shells_zero :
    hartree 2 (fun _ => 1) (fun k => if k = 0 then 1 else -1) = 0 := by
  simp [hartree, sum_range_succ]

end

end RadialHartree
```

```lean
#print axioms RadialHartree.hartree_eq_sum_squares
#print axioms RadialHartree.hartree_pos
#print axioms RadialHartree.total_charge_bound
#print axioms RadialHartree.coincident_shells_zero
```

```
'RadialHartree.hartree_eq_sum_squares' depends on axioms: [propext, Classical.choice, Quot.sound]
'RadialHartree.hartree_pos' depends on axioms: [propext, Classical.choice, Quot.sound]
'RadialHartree.total_charge_bound' depends on axioms: [propext, Classical.choice, Quot.sound]
'RadialHartree.coincident_shells_zero' depends on axioms: [propext, Classical.choice, Quot.sound]
```
